# The Kronecker product of a real orbital matrix and a Pauli matrix is odd under time reversal

Take finitely many orbitals, each with spin one half, and an operator `A ⊗ σ_k`, where `A` is any real matrix on the orbitals and `σ_k` is one of the three Pauli matrices. The theorem `timeReverse_spinOp` says that time reversal, `T(D) = J conj(D) J⁻¹` with `J = 1 ⊗ iσ_y`, turns this operator into its negative. Since `J² = -1`, the proof can write `T(D)` as `-J conj(D) J` and treat the orbital and spin factors separately. What remains is the identity `(iσ_y) conj(σ_k) (iσ_y) = σ_k` for 2 × 2 matrices, called `hs` in the proof, which the attempt checks entry by entry for each `k`.

This version doesn't compile in Lean 4 with Mathlib:

```lean
import Mathlib

open Matrix Filter Topology
open scoped Kronecker

namespace TimeReverseSpinOp

noncomputable section

variable {n : Type*} [Fintype n] [DecidableEq n]

/-- Complex matrices on the space of `n` orbitals times spin one half. -/
abbrev SpinMat (n : Type*) := Matrix (n × Fin 2) (n × Fin 2) ℂ

/-- The Pauli matrices `σ_x, σ_y, σ_z`, numbered 0, 1, 2. -/
def pauli : Fin 3 → Matrix (Fin 2) (Fin 2) ℂ :=
  ![!![0, 1; 1, 0], !![0, -Complex.I; Complex.I, 0], !![1, 0; 0, -1]]

/-- The spin rotation `J = 1 ⊗ i σ_y`. -/
def spinFlip (n : Type*) [DecidableEq n] : SpinMat n :=
  (1 : Matrix n n ℂ) ⊗ₖ (Complex.I • pauli 1)

/-- Time reversal of a matrix, `T(D) = J conj(D) J⁻¹`. -/
def timeReverse (D : SpinMat n) : SpinMat n :=
  spinFlip n * D.map (starRingEnd ℂ) * (spinFlip n)⁻¹

/-- The operator `A ⊗ σ_k` for a real orbital matrix `A`. -/
def spinOp (A : Matrix n n ℝ) (k : Fin 3) : SpinMat n :=
  A.map Complex.ofReal ⊗ₖ pauli k

/-- The matrix `i σ_y` is real. -/
theorem i_sigma_y : Complex.I • pauli 1 = !![0, 1; -1, 0] := by
  ext i j
  fin_cases i <;> fin_cases j <;> simp [pauli]

/-- Two spin flips give a minus sign, `J² = -1`. -/
theorem spinFlip_sq : spinFlip n * spinFlip n = -1 := by
  have hs : (!![0, 1; -1, 0] : Matrix (Fin 2) (Fin 2) ℂ) * !![0, 1; -1, 0]
      = (-1 : ℂ) • 1 := by
    ext i j
    fin_cases i <;> fin_cases j <;> simp [Matrix.mul_apply, Fin.sum_univ_succ]
  rw [spinFlip, i_sigma_y, ← Matrix.mul_kronecker_mul, hs, one_mul,
    Matrix.kronecker_smul, Matrix.one_kronecker_one, neg_smul, one_smul]

/-- Time reversal without an inverse: `T(D) = -J conj(D) J`. -/
theorem timeReverse_eq (D : SpinMat n) :
    timeReverse D = -(spinFlip n * D.map (starRingEnd ℂ) * spinFlip n) := by
  have h : (spinFlip n)⁻¹ = -spinFlip n :=
    Matrix.inv_eq_right_inv (by rw [mul_neg, spinFlip_sq, neg_neg])
  rw [timeReverse, h, mul_neg]

/-- The operator `A ⊗ σ_k` with real `A` changes sign under time reversal. -/
theorem timeReverse_spinOp (A : Matrix n n ℝ) (k : Fin 3) :
    timeReverse (spinOp A k) = -spinOp A k := by
  have hc : (spinOp A k).map (starRingEnd ℂ)
      = A.map Complex.ofReal ⊗ₖ (pauli k).map (starRingEnd ℂ) := by
    ext ⟨i, a⟩ ⟨j, b⟩
    simp [spinOp, Matrix.kroneckerMap_apply]
  have hs : !![0, 1; -1, 0] * (pauli k).map (starRingEnd ℂ) * !![0, 1; -1, 0]
      = pauli k := by
    ext i j
    fin_cases k <;> fin_cases i <;> fin_cases j <;>
      simp [pauli, Matrix.mul_apply, Fin.sum_univ_succ]
  rw [timeReverse_eq, hc, spinFlip, i_sigma_y, ← Matrix.mul_kronecker_mul,
    ← Matrix.mul_kronecker_mul, hs, one_mul, mul_one, spinOp]

end

end TimeReverseSpinOp
```

The error:

```
Main.lean:60:19: error: unsolved goals
case «0».«0».«0»
n : Type u_1
inst✝¹ : Fintype n
inst✝ : DecidableEq n
A : Matrix n n ℝ
hc :
  Matrix.map (spinOp A ((fun i => i) ⟨0, ⋯⟩)) ⇑(starRingEnd ℂ) =
    kroneckerMap (fun x1 x2 => x1 * x2) (A.map Complex.ofReal) ((pauli ((fun i => i) ⟨0, ⋯⟩)).map ⇑(starRingEnd ℂ))
⊢ (![0, 1] ᵥ* !![0, 1; 1, 0].map ⇑(starRingEnd ℂ)) 1 = 0

case «0».«0».«1»
n : Type u_1
inst✝¹ : Fintype n
inst✝ : DecidableEq n
A : Matrix n n ℝ
hc :
  Matrix.map (spinOp A ((fun i => i) ⟨0, ⋯⟩)) ⇑(starRingEnd ℂ) =
    kroneckerMap (fun x1 x2 => x1 * x2) (A.map Complex.ofReal) ((pauli ((fun i => i) ⟨0, ⋯⟩)).map ⇑(starRingEnd ℂ))
⊢ (![0, 1] ᵥ* !![0, 1; 1, 0].map ⇑(starRingEnd ℂ)) 0 = 1

case «0».«1».«0»
n : Type u_1
inst✝¹ : Fintype n
inst✝ : DecidableEq n
A : Matrix n n ℝ
hc :
  Matrix.map (spinOp A ((fun i => i) ⟨0, ⋯⟩)) ⇑(starRingEnd ℂ) =
    kroneckerMap (fun x1 x2 => x1 * x2) (A.map Complex.ofReal) ((pauli ((fun i => i) ⟨0, ⋯⟩)).map ⇑(starRingEnd ℂ))
⊢ -(![-1, 0] ᵥ* !![0, 1; 1, 0].map ⇑(starRingEnd ℂ)) 1 = 1

case «0».«1».«1»
n : Type u_1
inst✝¹ : Fintype n
inst✝ : DecidableEq n
A : Matrix n n ℝ
hc :
  Matrix.map (spinOp A ((fun i => i) ⟨0, ⋯⟩)) ⇑(starRingEnd ℂ) =
    kroneckerMap (fun x1 x2 => x1 * x2) (A.map Complex.ofReal) ((pauli ((fun i => i) ⟨0, ⋯⟩)).map ⇑(starRingEnd ℂ))
⊢ (![-1, 0] ᵥ* !![0, 1; 1, 0].map ⇑(starRingEnd ℂ)) 0 = 0

case «1».«0».«0»
n : Type u_1
inst✝¹ : Fintype n
inst✝ : DecidableEq n
A : Matrix n n ℝ
hc :
  Matrix.map (spinOp A ((fun i => i) ⟨1, ⋯⟩)) ⇑(starRingEnd ℂ) =
    kroneckerMap (fun x1 x2 => x1 * x2) (A.map Complex.ofReal) ((pauli ((fun i => i) ⟨1, ⋯⟩)).map ⇑(starRingEnd ℂ))
⊢ (![0, 1] ᵥ* !![0, -Complex.I; Complex.I, 0].map ⇑(starRingEnd ℂ)) 1 = 0

case «1».«0».«1»
n : Type u_1
inst✝¹ : Fintype n
inst✝ : DecidableEq n
A : Matrix n n ℝ
hc :
  Matrix.map (spinOp A ((fun i => i) ⟨1, ⋯⟩)) ⇑(starRingEnd ℂ) =
    kroneckerMap (fun x1 x2 => x1 * x2) (A.map Complex.ofReal) ((pauli ((fun i => i) ⟨1, ⋯⟩)).map ⇑(starRingEnd ℂ))
⊢ (![0, 1] ᵥ* !![0, -Complex.I; Complex.I, 0].map ⇑(starRingEnd ℂ)) 0 = -Complex.I

case «1».«1».«0»
n : Type u_1
inst✝¹ : Fintype n
inst✝ : DecidableEq n
A : Matrix n n ℝ
hc :
  Matrix.map (spinOp A ((fun i => i) ⟨1, ⋯⟩)) ⇑(starRingEnd ℂ) =
    kroneckerMap (fun x1 x2 => x1 * x2) (A.map Complex.ofReal) ((pauli ((fun i => i) ⟨1, ⋯⟩)).map ⇑(starRingEnd ℂ))
⊢ -(![-1, 0] ᵥ* !![0, -Complex.I; Complex.I, 0].map ⇑(starRingEnd ℂ)) 1 = Complex.I

case «1».«1».«1»
n : Type u_1
inst✝¹ : Fintype n
inst✝ : DecidableEq n
A : Matrix n n ℝ
hc :
  Matrix.map (spinOp A ((fun i => i) ⟨1, ⋯⟩)) ⇑(starRingEnd ℂ) =
    kroneckerMap (fun x1 x2 => x1 * x2) (A.map Complex.ofReal) ((pauli ((fun i => i) ⟨1, ⋯⟩)).map ⇑(starRingEnd ℂ))
⊢ (![-1, 0] ᵥ* !![0, -Complex.I; Complex.I, 0].map ⇑(starRingEnd ℂ)) 0 = 0

case «2».«0».«0»
n : Type u_1
inst✝¹ : Fintype n
inst✝ : DecidableEq n
A : Matrix n n ℝ
hc :
  Matrix.map (spinOp A ((fun i => i) ⟨2, ⋯⟩)) ⇑(starRingEnd ℂ) =
    kroneckerMap (fun x1 x2 => x1 * x2) (A.map Complex.ofReal) ((pauli ((fun i => i) ⟨2, ⋯⟩)).map ⇑(starRingEnd ℂ))
⊢ -(![0, 1] ᵥ* !![1, 0; 0, -1].map ⇑(starRingEnd ℂ)) 1 = 1

case «2».«0».«1»
n : Type u_1
inst✝¹ : Fintype n
inst✝ : DecidableEq n
A : Matrix n n ℝ
hc :
  Matrix.map (spinOp A ((fun i => i) ⟨2, ⋯⟩)) ⇑(starRingEnd ℂ) =
    kroneckerMap (fun x1 x2 => x1 * x2) (A.map Complex.ofReal) ((pauli ((fun i => i) ⟨2, ⋯⟩)).map ⇑(starRingEnd ℂ))
⊢ (![0, 1] ᵥ* !![1, 0; 0, -1].map ⇑(starRingEnd ℂ)) 0 = 0

case «2».«1».«0»
n : Type u_1
inst✝¹ : Fintype n
inst✝ : DecidableEq n
A : Matrix n n ℝ
hc :
  Matrix.map (spinOp A ((fun i => i) ⟨2, ⋯⟩)) ⇑(starRingEnd ℂ) =
    kroneckerMap (fun x1 x2 => x1 * x2) (A.map Complex.ofReal) ((pauli ((fun i => i) ⟨2, ⋯⟩)).map ⇑(starRingEnd ℂ))
⊢ (![-1, 0] ᵥ* !![1, 0; 0, -1].map ⇑(starRingEnd ℂ)) 1 = 0

case «2».«1».«1»
n : Type u_1
inst✝¹ : Fintype n
inst✝ : DecidableEq n
A : Matrix n n ℝ
hc :
  Matrix.map (spinOp A ((fun i => i) ⟨2, ⋯⟩)) ⇑(starRingEnd ℂ) =
    kroneckerMap (fun x1 x2 => x1 * x2) (A.map Complex.ofReal) ((pauli ((fun i => i) ⟨2, ⋯⟩)).map ⇑(starRingEnd ℂ))
⊢ (![-1, 0] ᵥ* !![1, 0; 0, -1].map ⇑(starRingEnd ℂ)) 0 = -1
```

What went wrong. The error lists twelve unsolved goals, one for each entry of the three matrices in `hs`. All of them are true, but `simp` stopped before working them out. Each still contains a product such as `![0, 1] ᵥ* !![0, 1; 1, 0].map ⇑(starRingEnd ℂ)`, a row vector times a conjugated matrix.

`simp` has its own rules for matrices written out in full, and they turned the inner matrix product into these row products before `Matrix.mul_apply` could expand it into a sum over entries. `Matrix.mul_apply` does not apply to `ᵥ*`, and the conjugation stayed on the whole matrix, where `simp` could not evaluate it.

The repair expands the products first, before splitting into cases. Its `simp only` call uses just three lemmas, so the rules that made the row products are not available. `Matrix.mul_apply` turns both products into sums, `Fin.sum_univ_two` writes each sum as two terms, and `Matrix.map_apply` moves the conjugation onto single entries. After the case split, `simp [pauli]` has only arithmetic with explicit complex numbers left to do.

After these edits no error is left:

```diff
@@ -60,6 +60,6 @@
       = pauli k := by
     ext i j
-    fin_cases k <;> fin_cases i <;> fin_cases j <;>
-      simp [pauli, Matrix.mul_apply, Fin.sum_univ_succ]
+    simp only [Matrix.mul_apply, Fin.sum_univ_two, Matrix.map_apply]
+    fin_cases k <;> fin_cases i <;> fin_cases j <;> simp [pauli]
   rw [timeReverse_eq, hc, spinFlip, i_sigma_y, ← Matrix.mul_kronecker_mul,
     ← Matrix.mul_kronecker_mul, hs, one_mul, mul_one, spinOp]
```
